# Packed indices number the canonical repulsion-integral labels without gaps or repetitions

Orbitals are labelled by natural numbers starting at 0, so a basis of \(N\) orbitals has labels \(0,\dots,N-1\). For real orbitals \(\phi_i\), the repulsion integral in charge-cloud notation is

\[
(ij|kl)=\iint \phi_i(\mathbf r_1)\phi_j(\mathbf r_1)\,\frac{1}{r_{12}}\,\phi_k(\mathbf r_2)\phi_l(\mathbf r_2)\,d\mathbf r_1\,d\mathbf r_2 .
\]

Its value is unchanged by \(i\leftrightarrow j\), by \(k\leftrightarrow l\), and by exchange of the two pairs. An electronic-structure program with a finite real basis can therefore store one number per class of labels. The Lean file treats only the labels and their addresses; the integrals and their symmetry are the physical input that makes a shared address legitimate. For complex orbitals one factor of each pair is conjugated, and an exchange within a single pair generally changes the value, so this scheme does not suit them.

```lean
import Mathlib

namespace PackedIntegralIndex
```

Write \(T(n)=n(n+1)/2\). Lean's division on `ℕ` rounds down, which changes nothing here because \(n(n+1)\) is even.

```lean
/-- The triangular number `n(n+1)/2`. -/
def tri (n : ℕ) : ℕ := n * (n + 1) / 2
```

The packed index of a pair is \(P(i,j)=T(i)+j\). It is defined for every pair of naturals, ordered or not.

```lean
/-- The packed index `i(i+1)/2 + j` of a pair `(i, j)`. -/
def pack (p : ℕ × ℕ) : ℕ := tri p.1 + p.2
```

A pair \((i,j)\) is called ordered when \(j\le i\). The set `orderedPairs N` contains the ordered pairs with \(i<N\).

```lean
/-- Pairs of orbital labels `(i, j)` with `j ≤ i < N`. -/
def orderedPairs (N : ℕ) : Set (ℕ × ℕ) := {p | p.2 ≤ p.1 ∧ p.1 < N}
```

A quartet is a pair of pairs. It is canonical over \(N\) orbitals when both pairs lie in `orderedPairs N` and \(P(k,l)\le P(i,j)\).

```lean
/-- Canonical labels of the repulsion integrals `(ij|kl)` over `N` orbitals: both pairs are
ordered, and the packed index of the second does not exceed that of the first. -/
def canonicalQuartets (N : ℕ) : Set ((ℕ × ℕ) × (ℕ × ℕ)) :=
  {q | q.1 ∈ orderedPairs N ∧ q.2 ∈ orderedPairs N ∧ pack q.2 ≤ pack q.1}
```

Its address is \(P(P(i,j),P(k,l))\).

```lean
/-- The address of a canonical quartet: the packing rule applied to the two pair indices. -/
def quartetIndex (q : (ℕ × ℕ) × (ℕ × ℕ)) : ℕ := pack (pack q.1, pack q.2)
```

For labels in arbitrary order, each pair is first sorted with its larger entry in front, and the two pair indices are then sorted in the same way.

```lean
/-- A pair of labels rearranged with the larger one first. -/
def sortPair (p : ℕ × ℕ) : ℕ × ℕ := (max p.1 p.2, min p.1 p.2)

/-- The address of the integral `(ij|kl)` for labels in any order: sort and pack each pair,
then sort and pack the two pair indices. -/
def eriIndex (i j k l : ℕ) : ℕ :=
  pack (sortPair (pack (sortPair (i, j)), pack (sortPair (k, l))))
```

For \(N=2\) the pairs \((0,0),(1,0),(1,1)\) have indices \(0,1,2\), so \(M=T(2)=3\). The quartets \((00|00)\), \((10|00)\), \((10|10)\), \((11|00)\), \((11|10)\), \((11|11)\) have addresses \(0,1,2,3,4,5\), which makes \(T(3)=6\) in all. The unsorted label \((01|11)\) has pair indices 1 and 2; sorting gives \(P(2,1)=3+1=4\), the address of \((11|10)\).

## (a) The step between triangular numbers

Show that \(T(n+1)=T(n)+n+1\).

**Solution.** Expand \((n+1)(n+2)=n(n+1)+2(n+1)\) and halve. In Lean, `ring` proves the expansion, and `Nat.add_mul_div_left` takes the multiple of 2 out of the rounded division.

```lean
/-- The triangular number of `n + 1` is the triangular number of `n` plus `n + 1`. -/
theorem tri_succ (n : ℕ) : tri (n + 1) = tri n + (n + 1) := by
  unfold tri
  have h : (n + 1) * (n + 1 + 1) = n * (n + 1) + 2 * (n + 1) := by ring
  rw [h, Nat.add_mul_div_left _ _ (by norm_num)]
```

## (b) Monotonicity

Show that \(m\le n\) implies \(T(m)\le T(n)\).

**Solution.** By (a), each step adds \(n+1>0\). A sequence of naturals that never decreases in one step is monotone.

```lean
/-- Triangular numbers do not decrease. -/
theorem tri_mono : Monotone tri :=
  monotone_nat_of_le_succ fun n => by rw [tri_succ]; omega
```

## (c) The range of a row

For \(j\le i\), show that \(P(i,j)<T(N)\) exactly when \(i<N\).

**Solution.** If \(i<N\), then \(i+1\le N\), and

\[
T(i)+j\le T(i)+i<T(i+1)\le T(N).
\]

If \(i\ge N\), then \(T(i)+j\ge T(i)\ge T(N)\). Lean proves the forward direction by contradiction from this second case; `omega` does the linear arithmetic.

The ordering hypothesis `hp` matters: the pair \((0,2)\) has \(0<1\), but its packed index 2 is not below \(T(1)=1\).

```lean
/-- The packed index of an ordered pair lies below `N(N+1)/2` exactly when its larger label
lies below `N`. -/
theorem pack_lt_iff {p : ℕ × ℕ} {N : ℕ} (hp : p.2 ≤ p.1) :
    pack p < tri N ↔ p.1 < N := by
  unfold pack
  constructor
  · intro h
    by_contra hN
    have := tri_mono (not_lt.mp hN)
    omega
  · intro h
    have h1 : tri (p.1 + 1) ≤ tri N := tri_mono h
    rw [tri_succ] at h1
    omega
```

## (d) No repetitions

Show that two ordered pairs with the same packed index are equal.

**Solution.** Let the pairs be \((i,j)\) and \((k,l)\). If \(i<k\), then

\[
T(i)+j<T(i+1)\le T(k)\le T(k)+l,
\]

so the indices differ. The case \(k<i\) is the same with the roles exchanged. If \(i=k\), cancelling \(T(i)\) leaves \(j=l\). These are the three cases of `lt_trichotomy`.

Without the ordering the statement fails: \(P(1,1)=1+1=2\) and \(P(0,2)=0+2=2\).

```lean
/-- Two ordered pairs with the same packed index are equal. -/
theorem pack_inj {p q : ℕ × ℕ} (hp : p.2 ≤ p.1) (hq : q.2 ≤ q.1)
    (h : pack p = pack q) : p = q := by
  unfold pack at h
  -- different rows of the triangle occupy disjoint ranges of addresses
  rcases lt_trichotomy p.1 q.1 with hlt | heq | hgt
  · have h1 : tri (p.1 + 1) ≤ tri q.1 := tri_mono hlt
    rw [tri_succ] at h1
    omega
  · rw [heq] at h
    exact Prod.ext heq (by omega)
  · have h1 : tri (q.1 + 1) ≤ tri p.1 := tri_mono hgt
    rw [tri_succ] at h1
    omega
```

## (e) The pair bijection

Show that \(P\) maps the pairs \(j\le i<N\) bijectively onto the naturals below \(N(N+1)/2\).

**Solution.** Part (c) puts the values in range, and (d) gives injectivity. That every natural \(m\) is the index of some ordered pair follows by induction. Address 0 belongs to \((0,0)\). Suppose \(m=P(i,j)\). If \(j<i\), then \(m+1=P(i,j+1)\). If \(j=i\), then

\[
m+1=T(i)+i+1=T(i+1)=P(i+1,0).
\]

When \(m<T(N)\), part (c) shows that the pair found has \(i<N\).

In the statement, `Set.Iio K` is the set of naturals below `K`, and `Set.BijOn` combines the three properties: values in the target, injectivity on the source, and every target element reached.

```lean
/-- The packed index is a bijection from the pairs `j ≤ i < N` onto the naturals below
`N(N+1)/2`. -/
theorem pack_bijOn (N : ℕ) :
    Set.BijOn pack (orderedPairs N) (Set.Iio (N * (N + 1) / 2)) := by
  -- every address is reached: step along a row, or open the next one
  have hsurj : ∀ m : ℕ, ∃ p : ℕ × ℕ, p.2 ≤ p.1 ∧ pack p = m := by
    intro m
    induction m with
    | zero => exact ⟨(0, 0), le_refl _, rfl⟩
    | succ m ih =>
      obtain ⟨⟨i, j⟩, hji, hm⟩ := ih
      simp only [pack] at hji hm
      by_cases hlt : j < i
      · refine ⟨(i, j + 1), hlt, ?_⟩
        simp only [pack]
        omega
      · refine ⟨(i + 1, 0), Nat.zero_le _, ?_⟩
        simp only [pack, tri_succ]
        omega
  refine ⟨fun p hp => (pack_lt_iff hp.1).2 hp.2,
    fun p hp q hq h => pack_inj hp.1 hq.1 h, ?_⟩
  intro m hm
  obtain ⟨p, hp, rfl⟩ := hsurj m
  exact ⟨p, ⟨hp, (pack_lt_iff hp).1 hm⟩, rfl⟩
```

## (f) The quartet bijection

With \(M=N(N+1)/2\), show that the twice-packed index maps the canonical quartets bijectively onto the naturals below \(M(M+1)/2\).

**Solution.** In a canonical quartet, \(u=P(i,j)\) and \(v=P(k,l)\) satisfy \(v\le u<M\), so \((u,v)\) is itself an ordered pair, now with bound \(M\). Part (c) gives \(P(u,v)<T(M)\). If two addresses agree, (d) first equates the pair indices and then the pairs. Conversely, (e) with bound \(M\) turns an address into \((u,v)\) with \(v\le u<M\), and (e) with bound \(N\) turns \(u\) and \(v\) into orbital pairs. The hypothesis `hM` only names \(M\).

```lean
/-- With `M = N(N+1)/2`, the twice-packed index is a bijection from the canonical quartets
over `N` orbitals onto the naturals below `M(M+1)/2`. -/
theorem quartetIndex_bijOn (N M : ℕ) (hM : M = N * (N + 1) / 2) :
    Set.BijOn quartetIndex (canonicalQuartets N) (Set.Iio (M * (M + 1) / 2)) := by
  subst hM
  refine ⟨?_, ?_, ?_⟩
  · rintro q ⟨h1, _, h3⟩
    exact (pack_lt_iff (p := (pack q.1, pack q.2)) h3).2 ((pack_lt_iff h1.1).2 h1.2)
  · rintro a ⟨ha1, ha2, ha3⟩ b ⟨hb1, hb2, hb3⟩ h
    -- unpack the outer index first, then each pair
    have h' := pack_inj (p := (pack a.1, pack a.2)) (q := (pack b.1, pack b.2)) ha3 hb3 h
    exact Prod.ext (pack_inj ha1.1 hb1.1 (congrArg Prod.fst h'))
      (pack_inj ha2.1 hb2.1 (congrArg Prod.snd h'))
  · intro m hm
    obtain ⟨⟨u, v⟩, ⟨hvu, hu⟩, rfl⟩ := (pack_bijOn (N * (N + 1) / 2)).surjOn hm
    obtain ⟨a, ha, rfl⟩ := (pack_bijOn N).surjOn hu
    obtain ⟨b, hb, rfl⟩ := (pack_bijOn N).surjOn (lt_of_le_of_lt hvu hu)
    exact ⟨(a, b), ⟨ha, hb, hvu⟩, rfl⟩
```

## (g) The count

Count the canonical quartets.

**Solution.** A bijection preserves the number of elements, and there are \(M(M+1)/2\) naturals below \(M(M+1)/2\). Lean's `ncard` is the number of elements of a set; the proof replaces the set by its image under the injective address map.

```lean
/-- With `M = N(N+1)/2`, there are exactly `M(M+1)/2` canonical quartets over `N` orbitals. -/
theorem card_canonicalQuartets (N M : ℕ) (hM : M = N * (N + 1) / 2) :
    (canonicalQuartets N).ncard = M * (M + 1) / 2 := by
  have h := quartetIndex_bijOn N M hM
  rw [← Set.InjOn.ncard_image h.injOn, h.image_eq, Set.ncard_eq_toFinset_card']
  simp
```

## (h) What sorting identifies

Show that \((i,j)\) and \((k,l)\) have the same sorted packed index exactly when they agree up to exchange.

**Solution.** Sorted pairs are ordered, so by (d) equal indices mean equal maxima and equal minima. This leaves \(i=k,\ j=l\) or \(i=l,\ j=k\). Conversely, maximum and minimum ignore the order of their arguments.

```lean
/-- Two pairs of labels have the same sorted packed index exactly when they agree up to
exchange of the two labels. -/
theorem pack_sortPair_eq_iff (i j k l : ℕ) :
    pack (sortPair (i, j)) = pack (sortPair (k, l)) ↔
      (i = k ∧ j = l) ∨ (i = l ∧ j = k) := by
  constructor
  · intro h
    have h' := pack_inj (p := sortPair (i, j)) (q := sortPair (k, l))
      min_le_max min_le_max h
    have h1 : max i j = max k l := congrArg Prod.fst h'
    have h2 : min i j = min k l := congrArg Prod.snd h'
    omega
  · rintro (⟨h1, h2⟩ | ⟨h1, h2⟩)
    · rw [h1, h2]
    · rw [h1, h2]
      simp only [sortPair, max_comm l k, min_comm l k]
```

## (i) The eightfold symmetry

Determine when \((ij|kl)\) and \((ab|cd)\) share an address.

**Solution.** Apply (h) to the two pair indices: either they match in order or they match crosswise. Apply (h) again to each matched pair, which may agree directly or exchanged. This gives \(2\cdot2\cdot2=8\) alternatives, the eight permutations of a real-orbital integral; some coincide when labels repeat. The Lean proof is this double rewriting. Integrals at different addresses may still be equal in value, for instance through molecular symmetry.

```lean
/-- Two integrals `(ij|kl)` and `(ab|cd)` share an address exactly when their labels are related
by exchanges within the pairs and exchange of the two pairs. -/
theorem eriIndex_eq_iff (i j k l a b c d : ℕ) :
    eriIndex i j k l = eriIndex a b c d ↔
      (((i = a ∧ j = b) ∨ (i = b ∧ j = a)) ∧ ((k = c ∧ l = d) ∨ (k = d ∧ l = c))) ∨
      (((i = c ∧ j = d) ∨ (i = d ∧ j = c)) ∧ ((k = a ∧ l = b) ∨ (k = b ∧ l = a))) := by
  unfold eriIndex
  rw [pack_sortPair_eq_iff, pack_sortPair_eq_iff i j a b, pack_sortPair_eq_iff k l c d,
    pack_sortPair_eq_iff i j c d, pack_sortPair_eq_iff k l a b]
```

## (j) The address bound

Show that the address of \((ij|kl)\) is below \(M(M+1)/2\) exactly when all four labels are below \(N\).

**Solution.** By (c), a sorted pair has index below \(T(K)\) exactly when its maximum, and hence each entry, is below \(K\). This is `key` in the proof. With \(K=M\) it reduces the claim to both pair indices being below \(M=T(N)\); with \(K=N\) it reduces that to the four labels.

```lean
/-- With `M = N(N+1)/2`, the address of `(ij|kl)` lies below `M(M+1)/2` exactly when all four
labels lie below `N`. -/
theorem eriIndex_lt_iff (N M i j k l : ℕ) (hM : M = N * (N + 1) / 2) :
    eriIndex i j k l < M * (M + 1) / 2 ↔ (i < N ∧ j < N) ∧ (k < N ∧ l < N) := by
  subst hM
  -- a sorted pair is in range exactly when both of its entries are
  have key : ∀ x y K : ℕ, pack (sortPair (x, y)) < tri K ↔ x < K ∧ y < K := fun x y K =>
    (pack_lt_iff (p := sortPair (x, y)) min_le_max).trans max_lt_iff
  exact (key _ _ (tri N)).trans (and_congr (key i j N) (key k l N))

end PackedIntegralIndex
```

```lean
#print axioms PackedIntegralIndex.card_canonicalQuartets
-- 'PackedIntegralIndex.card_canonicalQuartets' depends on axioms: [propext, Classical.choice, Quot.sound]
#print axioms PackedIntegralIndex.eriIndex_eq_iff
-- 'PackedIntegralIndex.eriIndex_eq_iff' depends on axioms: [propext, Classical.choice, Quot.sound]
#print axioms PackedIntegralIndex.eriIndex_lt_iff
-- 'PackedIntegralIndex.eriIndex_lt_iff' depends on axioms: [propext, Classical.choice, Quot.sound]
```
